# A rank-one attraction adds at most one negative eigenvalue to a Hermitian matrix

A bound state is modelled here as a negative eigenvalue of a finite Hermitian matrix, and bound states are counted with multiplicity. A finite matrix has no continuum, so the zero of energy stands in for the threshold at which a particle would escape. The matrix A represents a one-particle Hamiltonian in an orthonormal basis. The attraction is −v v†, where † is the conjugate transpose and the coupling strength is absorbed into v: a term −g u u† with g ≥ 0 has v = √g u.

In the code, the type `n` labels the basis states and `ι` labels the channels of a more general attraction; both are finite.

```lean
import Mathlib

open Matrix
open scoped ComplexOrder

namespace SeparableAttraction

noncomputable section

variable {n ι : Type*} [Fintype n] [DecidableEq n] [Fintype ι]
variable {A B : Matrix n n ℂ}
```

## Counting levels and measuring energies

Write N(A, c) for the number of eigenvalues of A strictly below a real threshold c. Mathlib lists the eigenvalues λᵢ with one index per basis state, so a degenerate eigenvalue appears as often as its multiplicity, and counting indices gives the right number. The list is defined only for Hermitian matrices, which is why the definition takes the proof `hA` as its argument.

```lean
/-- The number of eigenvalues of a Hermitian matrix below the threshold `c`,
counted with multiplicity. -/
def levelsBelow (hA : A.IsHermitian) (c : ℝ) : ℕ :=
  Fintype.card {i // hA.eigenvalues i < c}
```

For a state x, which need not be normalised, put

E(A, x) = Re(x†Ax).

The expectation value in a nonzero state is E(A, x) / x†x. For Hermitian A the number x†Ax is already real; taking the real part only makes it a real number in Lean's sense.

```lean
/-- The energy form `x* A x` (its real part) of an unnormalised state `x`. -/
def energy (A : Matrix n n ℂ) (x : n → ℂ) : ℝ := (star x ⬝ᵥ (A *ᵥ x)).re
```

Let uᵢ be the orthonormal eigenvectors belonging to λᵢ. They are called `level` in the code.

```lean
/-- The `i`-th vector of an orthonormal eigenbasis of a Hermitian matrix. -/
def level (hA : A.IsHermitian) (i : n) : n → ℂ := (hA.eigenvectorBasis i).ofLp
```

The amplitude of x on the i-th eigenvector is

aᵢ(x) = uᵢ†x.

```lean
/-- The amplitude of the state `x` on the `i`-th eigenvector. -/
def amplitude (hA : A.IsHermitian) (i : n) (x : n → ℂ) : ℂ := star (level hA i) ⬝ᵥ x
```

A single vector v can be treated as a matrix with one column, which will let the rank-one case follow from the case of several channels.

```lean
/-- A single vector `v` written as a matrix with one column. -/
def channel (v : n → ℂ) : Matrix n Unit ℂ := Matrix.of fun i _ => v i
```

## The energy as a sum over populations

Since the eigenvectors form an orthonormal basis,

x = Σᵢ aᵢ(x) uᵢ.

The proof takes this expansion from Mathlib and translates its inner product into the amplitude defined above.

```lean
/-- Every state is the sum of its components along the orthonormal eigenvectors of a Hermitian
matrix. -/
theorem eigen_expansion (hA : A.IsHermitian) (x : n → ℂ) :
    x = ∑ i, amplitude hA i x • level hA i := by
  have h := hA.eigenvectorBasis.sum_repr' (WithLp.toLp 2 x)
  have hi : ∀ i, inner ℂ (hA.eigenvectorBasis i) (WithLp.toLp 2 x) = amplitude hA i x := by
    intro i
    rw [EuclideanSpace.inner_eq_star_dotProduct, dotProduct_comm]
    rfl
  simp only [hi] at h
  have h2 := congrArg WithLp.ofLp h
  simpa [level] using h2.symm
```

The eigenvalues are real and A is Hermitian, so A can act to the left:

aᵢ(Ax) = uᵢ†Ax = (Auᵢ)†x = λᵢ aᵢ(x).

In the proof, `h1` is the eigenvalue equation and `h2` is its adjoint.

```lean
/-- A Hermitian matrix multiplies each eigenvector amplitude by its eigenvalue. -/
theorem amplitude_mulVec (hA : A.IsHermitian) (i : n) (x : n → ℂ) :
    amplitude hA i (A *ᵥ x) = (hA.eigenvalues i : ℂ) * amplitude hA i x := by
  have h1 : A *ᵥ level hA i = (hA.eigenvalues i : ℂ) • level hA i := by
    have h := hA.mulVec_eigenvectorBasis i
    unfold level
    rw [h]
    ext k
    simp
  -- the adjoint relation, with the matrix acting to the left
  have h2 : star (level hA i) ᵥ* A = (hA.eigenvalues i : ℂ) • star (level hA i) := by
    have h := congrArg star h1
    rw [Matrix.star_mulVec, hA.eq] at h
    rw [h, star_smul, Complex.star_def, Complex.conj_ofReal]
  unfold amplitude
  rw [Matrix.dotProduct_mulVec, h2, smul_dotProduct, smul_eq_mul]
```

Expanding y in the eigenvectors gives, for any two states,

x†y = Σᵢ aᵢ(y) aᵢ(x)̄,

where the bar denotes complex conjugation. Setting y = Ax and then y = x yields

E(A, x) = Σᵢ λᵢ |aᵢ(x)|²,  x†x = Σᵢ |aᵢ(x)|².

Subtracting c times the second from the first,

E(A, x) − c x†x = Σᵢ (λᵢ − c) |aᵢ(x)|².

Levels below c contribute negatively or not at all, and the others contribute nonnegatively. In the code, `overlap` is the formula for x†y, and `h1` and `h2` are the two sums.

```lean
/-- For Hermitian `A`, the energy form of `x` minus `c` times `x* x` is the sum of the signed
differences `λᵢ - c`, each weighted by the squared modulus of the amplitude of `x` on level `i`. -/
theorem energy_from_threshold (hA : A.IsHermitian) (c : ℝ) (x : n → ℂ) :
    energy A x - c * (star x ⬝ᵥ x).re
      = ∑ i, (hA.eigenvalues i - c) * ‖amplitude hA i x‖ ^ 2 := by
  have overlap : ∀ y, star x ⬝ᵥ y = ∑ i, amplitude hA i y * star (amplitude hA i x) := by
    intro y
    conv_lhs => rw [eigen_expansion hA y]
    rw [dotProduct_sum]
    refine Finset.sum_congr rfl fun i _ => ?_
    rw [dotProduct_smul, smul_eq_mul, Matrix.star_dotProduct x]
    rfl
  have h1 : energy A x = ∑ i, hA.eigenvalues i * ‖amplitude hA i x‖ ^ 2 := by
    unfold energy
    rw [overlap, Complex.re_sum]
    refine Finset.sum_congr rfl fun i _ => ?_
    rw [amplitude_mulVec, mul_assoc, Complex.star_def, Complex.mul_conj,
      Complex.normSq_eq_norm_sq, ← Complex.ofReal_mul, Complex.ofReal_re]
  have h2 : (star x ⬝ᵥ x).re = ∑ i, ‖amplitude hA i x‖ ^ 2 := by
    rw [overlap, Complex.re_sum]
    refine Finset.sum_congr rfl fun i _ => ?_
    rw [Complex.star_def, Complex.mul_conj, Complex.normSq_eq_norm_sq, Complex.ofReal_re]
  rw [h1, h2, Finset.mul_sum, ← Finset.sum_sub_distrib]
  exact Finset.sum_congr rfl fun i _ => by ring
```

## Comparing two Hamiltonians by counting conditions

Let A and B be Hermitian matrices of the same size d, and let r vectors vₖ be given. Suppose that E(A, x) ≤ E(B, x) for every x orthogonal to all the vₖ. Then

N(B, c) ≤ N(A, c) + r.

To see this, let μⱼ be the eigenvalues of B and bⱼ(x) the amplitudes of x on its eigenvectors. Impose three sets of linear conditions on x:

- bⱼ(x) = 0 whenever μⱼ ≥ c, which is d − N(B, c) conditions;
- aᵢ(x) = 0 whenever λᵢ < c, which is N(A, c) conditions;
- vₖ†x = 0 for every k, which is r conditions.

For such an x, the energy formula gives

0 ≤ Σᵢ (λᵢ − c)|aᵢ(x)|² = E(A, x) − c x†x
 ≤ E(B, x) − c x†x = Σⱼ (μⱼ − c)|bⱼ(x)|² ≤ 0.

Every term of the last sum is therefore zero. Where μⱼ < c, this forces bⱼ(x) = 0; the remaining amplitudes vanish by assumption. Hence x = 0. Linear conditions whose only common solution in d dimensions is zero must number at least d:

d ≤ d − N(B, c) + N(A, c) + r,

which is the claim.

The linear map `g` collects all these overlaps, and `hinj` says that it is injective. The facts `hApos` and `hBneg` are the two outer signs of the chain. The closing lines compare dimensions, and `omega` does the integer arithmetic.

```lean
/-- For Hermitian `A` and `B`, if the energy of `A` is at most that of `B` on every state orthogonal
to a finite family of vectors, then `B` has at most as many levels below `c` as `A`, plus the size
of the family. -/
theorem levelsBelow_le_of_energy_le (hA : A.IsHermitian) (hB : B.IsHermitian)
    (v : ι → n → ℂ) (c : ℝ)
    (h : ∀ x, (∀ k, star (v k) ⬝ᵥ x = 0) → energy A x ≤ energy B x) :
    levelsBelow hB c ≤ levelsBelow hA c + Fintype.card ι := by
  -- overlaps with the high levels of B, the low levels of A, and the given vectors
  let w : {j // ¬ hB.eigenvalues j < c} ⊕ ({i // hA.eigenvalues i < c} ⊕ ι) → n → ℂ :=
    Sum.elim (fun j => level hB j.1) (Sum.elim (fun i => level hA i.1) v)
  let g := (Matrix.of fun s j => star (w s j)).mulVecLin
  have hg : ∀ x s, g x s = star (w s) ⬝ᵥ x := fun _ _ => rfl
  have hinj : Function.Injective g := by
    rw [injective_iff_map_eq_zero]
    intro x hx
    have h0 : ∀ s, star (w s) ⬝ᵥ x = 0 := fun s => by rw [← hg, hx]; rfl
    have hBz : ∀ j, ¬ hB.eigenvalues j < c → amplitude hB j x = 0 :=
      fun j hj => h0 (Sum.inl ⟨j, hj⟩)
    have hAz : ∀ i, hA.eigenvalues i < c → amplitude hA i x = 0 :=
      fun i hi => h0 (Sum.inr (Sum.inl ⟨i, hi⟩))
    have hE := h x fun k => h0 (Sum.inr (Sum.inr k))
    have hApos : 0 ≤ ∑ i, (hA.eigenvalues i - c) * ‖amplitude hA i x‖ ^ 2 := by
      refine Finset.sum_nonneg fun i _ => ?_
      by_cases hi : hA.eigenvalues i < c
      · simp [hAz i hi]
      · exact mul_nonneg (by linarith) (sq_nonneg _)
    have hBneg : ∀ j ∈ Finset.univ,
        (hB.eigenvalues j - c) * ‖amplitude hB j x‖ ^ 2 ≤ 0 := by
      intro j _
      by_cases hj : hB.eigenvalues j < c
      · exact mul_nonpos_of_nonpos_of_nonneg (by linarith) (sq_nonneg _)
      · simp [hBz j hj]
    -- the two signs are compatible only if every amplitude vanishes
    have hsum := le_antisymm (Finset.sum_nonpos hBneg)
      (by linarith [energy_from_threshold hA c x, energy_from_threshold hB c x])
    have hz := (Finset.sum_eq_zero_iff_of_nonpos hBneg).mp hsum
    rw [eigen_expansion hB x]
    refine Finset.sum_eq_zero fun j hj => ?_
    have ha : amplitude hB j x = 0 := by
      by_cases hc : hB.eigenvalues j < c
      · rcases mul_eq_zero.mp (hz j hj) with h1 | h1
        · linarith
        · exact norm_eq_zero.mp (pow_eq_zero_iff two_ne_zero |>.mp h1)
      · exact hBz j hc
    rw [ha, zero_smul]
  -- count dimensions
  have hd := LinearMap.finrank_le_finrank_of_injective hinj
  simp only [Module.finrank_fintype_fun_eq_card, Fintype.card_sum] at hd
  have hc := Fintype.card_subtype_compl (fun j => hB.eigenvalues j < c)
  have hl := Fintype.card_subtype_le (fun j => hB.eigenvalues j < c)
  unfold levelsBelow
  omega
```

## Attraction through several channels

Let W have columns wₖ, one for each of r channels. The columns need not be orthogonal, normalised or independent. The attraction −W W† changes the energy by a sum of squared overlaps:

x†W W†x = (W†x)†(W†x) = Σₖ |wₖ†x|²,

E(A − W W†, x) = E(A, x) − Σₖ |wₖ†x|².

A program that applies A − W W† to a vector can use the same factorisation. It computes the r overlaps s = W†x and then returns Ax − W s, without storing the matrix W W†. The squared norm of s is the energy lowering.

```lean
omit [DecidableEq n] in
/-- Subtracting `W W*` from a matrix lowers the energy of a state by the sum of its squared overlaps
with the columns of `W`. -/
theorem energy_sub_separable (A : Matrix n n ℂ) (W : Matrix n ι ℂ) (x : n → ℂ) :
    energy (A - W * Wᴴ) x = energy A x - ∑ k, ‖(Wᴴ *ᵥ x) k‖ ^ 2 := by
  have h1 : star x ⬝ᵥ ((W * Wᴴ) *ᵥ x) = star (Wᴴ *ᵥ x) ⬝ᵥ (Wᴴ *ᵥ x) := by
    rw [Matrix.star_mulVec, Matrix.conjTranspose_conjTranspose, ← Matrix.mulVec_mulVec,
      Matrix.dotProduct_mulVec]
  have h2 : ∀ y : ι → ℂ, (star y ⬝ᵥ y).re = ∑ k, ‖y k‖ ^ 2 := by
    intro y
    unfold dotProduct
    rw [Complex.re_sum]
    refine Finset.sum_congr rfl fun k _ => ?_
    rw [Pi.star_apply, Complex.star_def, mul_comm, Complex.mul_conj,
      Complex.normSq_eq_norm_sq, Complex.ofReal_re]
  unfold energy
  rw [Matrix.sub_mulVec, dotProduct_sub, Complex.sub_re, h1, h2]
```

Two uses of the comparison now give

N(A, c) ≤ N(A − W W†, c) ≤ N(A, c) + r.

For the left inequality, the attraction lowers the energy of every state or leaves it unchanged, so A − W W† is compared with A with no orthogonality condition at all. The code expresses this by a family indexed by `Empty`. For the right inequality, a state orthogonal to every column does not feel the attraction, so both energies agree on such states and the r columns serve as the vectors vₖ.

In the statement, `hA.sub (isHermitian_mul_conjTranspose_self W)` is the proof that A − W W† is Hermitian, and `Fintype.card ι` is r. For a one-particle Hamiltonian in a finite orthonormal basis, the theorem limits how many levels a set of r attractive separable projector terms can bring below a chosen energy. Separable nonlocal pseudopotentials may contain projector terms of either sign, and the theorem covers the addition of the attractive ones.

This can be tested in a calculation without diagonalising either Hamiltonian. A pivoted factorisation writes A − c I, up to a permutation of the basis, as L D L†, where L is lower triangular with unit diagonal and D is Hermitian and block diagonal with blocks of size one or two. By Sylvester's law of inertia, D has as many negative eigenvalues as A has levels below c, and they are read off block by block. Counting them before and after the r attractive terms are added should give a rise between 0 and r; any other result points to a mistake or to a level too close to c for the rounding error.

```lean
/-- Subtracting `W W*` from a Hermitian matrix never reduces the number of levels below `c`, and
raises it by at most the number of columns of `W`. -/
theorem levelsBelow_sub_separable (hA : A.IsHermitian) (W : Matrix n ι ℂ) (c : ℝ) :
    levelsBelow hA c ≤ levelsBelow (hA.sub (isHermitian_mul_conjTranspose_self W)) c ∧
    levelsBelow (hA.sub (isHermitian_mul_conjTranspose_self W)) c
      ≤ levelsBelow hA c + Fintype.card ι := by
  constructor
  · -- the attraction raises no energy, so no constraint is needed
    have h := levelsBelow_le_of_energy_le (hA.sub (isHermitian_mul_conjTranspose_self W)) hA
      (fun k : Empty => k.elim) c (fun x _ => by
        rw [energy_sub_separable]
        have : 0 ≤ ∑ k, ‖(Wᴴ *ᵥ x) k‖ ^ 2 := Finset.sum_nonneg fun k _ => sq_nonneg _
        linarith)
    rwa [Fintype.card_empty, add_zero] at h
  · -- states orthogonal to all columns do not feel the attraction
    refine levelsBelow_le_of_energy_le hA _ (fun k i => W i k) c fun x hx => ?_
    have hk : ∀ k, (Wᴴ *ᵥ x) k = 0 := hx
    rw [energy_sub_separable]
    simp [hk]
```

## One channel, at most one extra state

The matrix v v† has entries vᵢ v̄ⱼ, written `vecMulVec v (star v)` in the code. It equals W W† when W has the single column v.

```lean
omit [Fintype n] [DecidableEq n] in
/-- The matrix `v v*` equals `W W*` when `W` has the single column `v`. -/
theorem rankOne_eq (v : n → ℂ) : vecMulVec v (star v) = channel v * (channel v)ᴴ := by
  ext i j
  simp [channel, Matrix.mul_apply, vecMulVec_apply]
```

It is therefore Hermitian, and so is A − v v†.

```lean
omit [Fintype n] [DecidableEq n] in
/-- The matrix `v v*` is Hermitian. -/
theorem rankOne_isHermitian (v : n → ℂ) : (vecMulVec v (star v)).IsHermitian := by
  rw [rankOne_eq]
  exact isHermitian_mul_conjTranspose_self _
```

Taking r = 1 and c = 0 gives

N(A − v v†, 0) ≤ N(A, 0) + 1.

The vector v is arbitrary, so however strong the attraction, it adds no more than one negative eigenvalue. It may add none: for the 1 × 1 matrix A = 1 and |v| < 1, the matrix A − v v† is still positive.

```lean
/-- For Hermitian `A` and any vector `v`, the matrix `A - v v*` has at most one more negative
eigenvalue than `A`, counted with multiplicity. -/
theorem at_most_one_extra_bound_state (hA : A.IsHermitian) (v : n → ℂ) :
    levelsBelow (hA.sub (rankOne_isHermitian v)) 0 ≤ levelsBelow hA 0 + 1 := by
  have h := (levelsBelow_sub_separable hA (channel v) 0).2
  simp only [← rankOne_eq, Fintype.card_unit] at h
  exact h
```

When A has no negative eigenvalue, a strong enough attraction along a nonzero vector does create one. Let A be positive semidefinite, so that it has no negative eigenvalue, and suppose that some trial state x satisfies

x†Ax < |v†x|².

Physically, the energy gained from the attraction in the state x exceeds the energy that x costs under A. This is a hypothesis on A and v, to be checked in each case. Both sides scale alike with x, so normalisation is immaterial. Then

E(A − v v†, x) = x†Ax − |v†x|² < 0.

If every eigenvalue of A − v v† were nonnegative, the population formula at c = 0 would make this energy nonnegative. At least one eigenvalue is therefore negative, and the previous bound allows at most one, so there is exactly one.

In the proof, `h0` records that A has no negative level, `hE` is the trial energy, and `hpos` is the variational argument by contradiction.

```lean
/-- If `A` is positive semidefinite and some trial state `x` has `x* A x < |v* x|²`, then `A` has
no negative eigenvalue and `A - v v*` has exactly one. -/
theorem exactly_one_bound_state (hA : A.PosSemidef) (v x : n → ℂ)
    (hx : energy A x < ‖star v ⬝ᵥ x‖ ^ 2) :
    levelsBelow hA.isHermitian 0 = 0 ∧
    levelsBelow (hA.isHermitian.sub (rankOne_isHermitian v)) 0 = 1 := by
  have h0 : levelsBelow hA.isHermitian 0 = 0 :=
    Fintype.card_eq_zero_iff.mpr ⟨fun i => absurd i.2 (not_lt.mpr (hA.eigenvalues_nonneg i.1))⟩
  refine ⟨h0, ?_⟩
  have hle := at_most_one_extra_bound_state hA.isHermitian v
  have hE : energy (A - vecMulVec v (star v)) x = energy A x - ‖star v ⬝ᵥ x‖ ^ 2 := by
    rw [rankOne_eq, energy_sub_separable, Fintype.sum_unique]
    rfl
  -- a negative trial energy requires a negative level
  have hpos : 0 < levelsBelow (hA.isHermitian.sub (rankOne_isHermitian v)) 0 := by
    by_contra hn
    have hall : ∀ i, 0 ≤ (hA.isHermitian.sub (rankOne_isHermitian v)).eigenvalues i :=
      fun i => not_lt.mp fun hi => hn (Fintype.card_pos_iff.mpr ⟨⟨i, hi⟩⟩)
    have hs := energy_from_threshold (hA.isHermitian.sub (rankOne_isHermitian v)) 0 x
    have hnn : 0 ≤ ∑ i, ((hA.isHermitian.sub (rankOne_isHermitian v)).eigenvalues i - 0)
        * ‖amplitude (hA.isHermitian.sub (rankOne_isHermitian v)) i x‖ ^ 2 :=
      Finset.sum_nonneg fun i _ => mul_nonneg (by linarith [hall i]) (sq_nonneg _)
    rw [← hs, hE] at hnn
    linarith
  omega

end

end SeparableAttraction
```

```lean
#print axioms SeparableAttraction.at_most_one_extra_bound_state
#print axioms SeparableAttraction.exactly_one_bound_state
```

```
'SeparableAttraction.at_most_one_extra_bound_state' depends on axioms: [propext, Classical.choice, Quot.sound]
'SeparableAttraction.exactly_one_bound_state' depends on axioms: [propext, Classical.choice, Quot.sound]
```
